# For a nonzero complex positive semidefinite S, the Newton–Schulz iteration converges to the Moore–Penrose inverse from S/(tr S)², and has no limit from 1/tr S if S is singular

An overlap matrix S of linearly dependent basis functions has no inverse, so an iteration meant to compute S⁻¹ needs another target. The target chosen here is the Moore–Penrose inverse, described by four algebraic equations and not by a formula.

For basis functions φᵢ the overlap is Sᵢⱼ = ⟨φᵢ|φⱼ⟩, and

c†Sc = ‖Σᵢ cᵢφᵢ‖² ≥ 0

for every coefficient vector c. Thus S is positive semidefinite, and it is singular exactly when the functions are linearly dependent. In electronic structure with a finite basis, the Moore–Penrose inverse S⁺ still gives the projector Σᵢⱼ |φᵢ⟩(S⁺)ᵢⱼ⟨φⱼ| onto the span of the basis in that case. The iteration

Yₖ₊₁ = Yₖ(2 − SYₖ)

needs only matrix products, a subtraction and a starting matrix Y₀. Two starts are compared: S/(tr S)² and the identity divided by tr S.

```lean
import Mathlib

open Matrix Filter Topology
open scoped ComplexOrder

namespace PseudoInverseIteration

noncomputable section
```

## The iteration and its target

The update makes sense wherever one can add, subtract and multiply, that is, in any ring. In `schulz s y k`, the argument `s` is the object to be inverted, `y` is the start and `k` counts the steps, with the start at k = 0. For matrices, 2 means twice the identity. Defining the rule in any ring lets the same `schulz` act on S and on a single eigenvalue.

```lean
/-- The iteration `Y ↦ Y (2 - s Y)` started from `y`, in any ring. -/
def schulz {R : Type*} [Ring R] (s y : R) : ℕ → R
  | 0 => y
  | k + 1 => schulz s y k * (2 - s * schulz s y k)
```

The basis functions are labelled by a finite type `n`, and matrices have complex entries. The notation `ᴴ` is the conjugate transpose, written † in physics. A matrix X is a Moore–Penrose inverse of A if

AXA = A, XAX = X, (AX)† = AX, (XA)† = XA.

The four fields of `IsMoorePenrose A X` are these equations. At most one X satisfies them for a given A; this is standard algebra that the theorems below neither use nor include.

```lean
variable {n : Type*} [Fintype n] [DecidableEq n]

/-- The four Penrose equations, saying that `X` is the Moore-Penrose inverse of `A`. -/
structure IsMoorePenrose (A X : Matrix n n ℂ) : Prop where
  inner_eq : A * X * A = A
  outer_eq : X * A * X = X
  left_herm : (A * X)ᴴ = A * X
  right_herm : (X * A)ᴴ = X * A
```

In an eigenbasis, S = U diag(d) U†, with the real eigenvalues dᵢ and the eigenvectors as the columns of U. The name `spectral U d` stands for this product. The definition itself accepts any square U; unitarity enters as a hypothesis where it is used.

```lean
/-- The matrix `U diag(d) Uᴴ` built from a square matrix `U` and real numbers `d`. -/
def spectral (U : Matrix n n ℂ) (d : n → ℝ) : Matrix n n ℂ :=
  U * diagonal (fun i => (d i : ℂ)) * Uᴴ
```

## One eigenvalue at a time

Let the residual be 1 − sYₖ. One step gives

1 − sYₖ₊₁ = 1 − 2sYₖ + sYₖsYₖ = (1 − sYₖ)².

No factors have been exchanged, so this holds for matrices as well as numbers. Repeating it from Y₀ = y gives

1 − sYₖ = (1 − sy)^(2^k).

The proof is this induction on k, with `noncomm_ring` expanding the square.

```lean
/-- After `k` steps the residual `1 - s Y` is the initial residual to the power `2^k`. -/
theorem residual_eq {R : Type*} [Ring R] (s y : R) (k : ℕ) :
    1 - s * schulz s y k = (1 - s * y) ^ (2 ^ k) := by
  induction k with
  | zero => simp [schulz]
  | succ k ih =>
    rw [pow_succ 2 k, pow_mul, ← ih, schulz]
    noncomm_ring
```

For a real number a with |1 − ay| < 1, a cannot be zero, since the residual would then be 1. Solving the last equation for the iterate gives

yₖ = a⁻¹(1 − (1 − ay)^(2^k)).

The power tends to zero, hence yₖ → 1/a. In Lean, `Tendsto … atTop (𝓝 a⁻¹)` says that the sequence converges to 1/a as k grows. The formula for yₖ is `hk`, and the vanishing power is `hp`.

```lean
/-- For real numbers the iteration converges to `1/a` if the initial residual is below one
in absolute value. -/
theorem scalar_tendsto {a y : ℝ} (h : |1 - a * y| < 1) :
    Tendsto (schulz a y) atTop (𝓝 a⁻¹) := by
  have ha : a ≠ 0 := by
    rintro rfl
    simp at h
  have hk : ∀ k, schulz a y k = a⁻¹ * (1 - (1 - a * y) ^ (2 ^ k)) := by
    intro k
    rw [← residual_eq]
    field_simp
    ring
  have hp : Tendsto (fun k : ℕ => (1 - a * y) ^ (2 ^ k)) atTop (𝓝 0) :=
    (tendsto_pow_atTop_nhds_zero_of_abs_lt_one h).comp
      (tendsto_pow_atTop_atTop_of_one_lt (one_lt_two : (1 : ℕ) < 2))
  have hl := (hp.const_sub 1).const_mul a⁻¹
  rw [sub_zero, mul_one] at hl
  exact hl.congr fun k => (hk k).symm
```

## From eigenvalues to matrices

If U†U = 1, the inner factors cancel in a product:

U diag(a) U† U diag(b) U† = U diag(aᵢbᵢ) U†.

For a square matrix this condition on U is unitarity.

```lean
/-- For `U` with `Uᴴ U = 1`, matrices `U diag(d) Uᴴ` multiply entry by entry in `d`. -/
theorem spectral_mul {U : Matrix n n ℂ} (hU : Uᴴ * U = 1) (a b : n → ℝ) :
    spectral U a * spectral U b = spectral U (fun i => a i * b i) := by
  have hd : diagonal (fun i => ((a i * b i : ℝ) : ℂ))
      = diagonal (fun i => (a i : ℂ)) * diagonal (fun i => (b i : ℂ)) := by
    rw [diagonal_mul_diagonal]
    simp only [Complex.ofReal_mul]
  unfold spectral
  rw [hd]
  calc _ = U * diagonal (fun i => (a i : ℂ)) * (Uᴴ * U)
        * diagonal (fun i => (b i : ℂ)) * Uᴴ := by simp only [Matrix.mul_assoc]
    _ = _ := by rw [hU, Matrix.mul_one]; simp only [Matrix.mul_assoc]
```

A real prefactor c passes to the eigenvalues, c·U diag(d) U† = U diag(c dᵢ) U†. This is needed for the start S/(tr S)².

```lean
/-- A real multiple of `U diag(d) Uᴴ` multiplies every entry of `d`. -/
theorem smul_spectral (U : Matrix n n ℂ) (c : ℝ) (d : n → ℝ) :
    (c : ℂ) • spectral U d = spectral U (fun i => c * d i) := by
  have hd : diagonal (fun i => ((c * d i : ℝ) : ℂ))
      = (c : ℂ) • diagonal (fun i => (d i : ℂ)) := by
    rw [← diagonal_smul]
    congr 1
    funext i
    simp
  unfold spectral
  rw [hd, Matrix.mul_smul, Matrix.smul_mul]
```

Let S = U diag(d) U† and Y₀ = U diag(y) U†. If Yₖ has the same form with entries yᵢ,ₖ, then

Yₖ₊₁ = 2Yₖ − YₖSYₖ = U diag(2yᵢ,ₖ − yᵢ,ₖdᵢyᵢ,ₖ) U†.

Each entry therefore follows the scalar iteration for its own dᵢ. The induction step uses the product rule twice, once for SYₖ and once for Yₖ(SYₖ).

```lean
/-- For `U` with `Uᴴ U = 1`, the iteration for `U diag(d) Uᴴ` started from `U diag(y) Uᴴ` keeps this
form, and each diagonal entry follows the scalar iteration for `d i` started from `y i`. -/
theorem schulz_spectral {U : Matrix n n ℂ} (hU : Uᴴ * U = 1) (d y : n → ℝ) (k : ℕ) :
    schulz (spectral U d) (spectral U y) k
      = spectral U (fun i => schulz (d i) (y i) k) := by
  induction k with
  | zero => rfl
  | succ k ih =>
    simp only [schulz]
    rw [ih, mul_sub, mul_two, spectral_mul hU, spectral_mul hU]
    unfold spectral
    rw [← add_mul, ← mul_add, ← sub_mul, ← mul_sub, diagonal_add, diagonal_sub]
    congr 3
    funext i
    push_cast
    ring
```

There are two good cases for each i. If |1 − dᵢyᵢ| < 1, the scalar result gives the limit 1/dᵢ. If dᵢ = yᵢ = 0, the iterate stays at zero. The limit matrix is written with `(d i)⁻¹` in both cases, because Lean sets 0⁻¹ = 0, which is the value that the Moore–Penrose inverse requires on the kernel.

The proof collects the scalar limits into `hs`. The map from d to U diag(d) U† is continuous, which is `hc`, so the matrices converge too. Convergence of matrices means convergence of every entry.

```lean
/-- For `U` with `Uᴴ U = 1`, the iteration for `U diag(d) Uᴴ` started from `U diag(y) Uᴴ` converges
to the matrix of the same form with entries `(d i)⁻¹`, where `0⁻¹ = 0`, if for each `i` either
`|1 - d i * y i| < 1` or `d i` and `y i` both vanish. -/
theorem spectral_tendsto {U : Matrix n n ℂ} (hU : Uᴴ * U = 1) (d y : n → ℝ)
    (h : ∀ i, (d i = 0 ∧ y i = 0) ∨ |1 - d i * y i| < 1) :
    Tendsto (schulz (spectral U d) (spectral U y)) atTop
      (𝓝 (spectral U (fun i => (d i)⁻¹))) := by
  have hc : Continuous (spectral U) := by
    unfold spectral
    refine (continuous_const.matrix_mul (Continuous.matrix_diagonal ?_)).matrix_mul
      continuous_const
    exact continuous_pi fun i => Complex.continuous_ofReal.comp (continuous_apply i)
  have hs : Tendsto (fun k i => schulz (d i) (y i) k) atTop (𝓝 (fun i => (d i)⁻¹)) := by
    refine tendsto_pi_nhds.2 fun i => ?_
    rcases h i with ⟨h1, h2⟩ | h1
    · have hz : ∀ k, schulz (0 : ℝ) 0 k = 0 := by
        intro k
        induction k with
        | zero => rfl
        | succ k ih => rw [schulz, ih, zero_mul]
      simp only [h1, h2, hz, _root_.inv_zero]
      exact tendsto_const_nhds
    · exact scalar_tendsto h1
  exact ((hc.tendsto _).comp hs).congr fun k => (schulz_spectral hU d y k).symm
```

The spectral theorem supplies a unitary U and eigenvalues dᵢ ≥ 0 for a positive semidefinite S. By cyclicity of the trace,

tr S = tr(U diag(d) U†) = tr(U†U diag(d)) = Σᵢ dᵢ.

```lean
/-- A positive semidefinite matrix is `U diag(d) Uᴴ` with `U` unitary and `d` nonnegative,
and its trace is the sum of `d`. -/
theorem exists_spectral {S : Matrix n n ℂ} (hS : S.PosSemidef) :
    ∃ (U : Matrix n n ℂ) (d : n → ℝ), Uᴴ * U = 1 ∧ (∀ i, 0 ≤ d i) ∧
      S = spectral U d ∧ S.trace = ((∑ i, d i : ℝ) : ℂ) := by
  have hU : (hS.1.eigenvectorUnitary : Matrix n n ℂ)ᴴ * hS.1.eigenvectorUnitary = 1 :=
    mem_unitaryGroup_iff'.1 hS.1.eigenvectorUnitary.2
  have h : S = spectral (hS.1.eigenvectorUnitary : Matrix n n ℂ) hS.1.eigenvalues := by
    have h := hS.1.spectral_theorem
    rw [Unitary.conjStarAlgAut_apply] at h
    exact h
  refine ⟨_, _, hU, hS.eigenvalues_nonneg, h, ?_⟩
  refine (congrArg trace h).trans ?_
  rw [spectral, trace_mul_cycle, hU, Matrix.one_mul, trace_diagonal, Complex.ofReal_sum]
```

## Convergence from S/(tr S)²

Write t = Σⱼ dⱼ = tr S. Since no eigenvalue is negative, 0 ≤ dᵢ ≤ t. If t were zero, all dᵢ would vanish and S would be zero, so t > 0 for nonzero S.

The start S/t² has eigenvalues yᵢ = dᵢ/t². A zero eigenvalue of S thus starts at zero and stays there. For dᵢ > 0,

0 ≤ 1 − dᵢyᵢ = 1 − dᵢ²/t² < 1,

and the iterate converges to 1/dᵢ. The limit X has the eigenvalue 1/dᵢ where dᵢ > 0 and zero elsewhere. The products SX and XS both have eigenvalue 1 where dᵢ > 0 and 0 elsewhere, so they are Hermitian, and SXS = S and XSX = X follow entry by entry.

The theorem takes `S.PosSemidef`, which includes that S is Hermitian, and `S ≠ 0`. It states that the trace is nonzero and that some X satisfies the four equations and is the limit of the iteration. In the proof, `hle` is the bound dᵢ ≤ t, `hh` is Hermiticity of the spectral form, and `hstart` rewrites the start in the eigenbasis. The bounds `h1` and `h2` then place dᵢyᵢ between 0 and 1, with 0 excluded.

```lean
/-- For nonzero positive semidefinite `S` the trace is nonzero, and the iteration started from
`S / (tr S)²` converges to the Moore-Penrose inverse of `S`. -/
theorem tendsto_moorePenrose {S : Matrix n n ℂ} (hS : S.PosSemidef) (h0 : S ≠ 0) :
    S.trace ≠ 0 ∧ ∃ X, IsMoorePenrose S X ∧
      Tendsto (schulz S ((S.trace ^ 2)⁻¹ • S)) atTop (𝓝 X) := by
  obtain ⟨U, d, hU, hd, hSd, htr⟩ := exists_spectral hS
  have hle : ∀ i, d i ≤ ∑ j, d j := fun i =>
    Finset.single_le_sum (fun j _ => hd j) (Finset.mem_univ i)
  refine ⟨fun ht => h0 ?_, spectral U (fun i => (d i)⁻¹), ?_, ?_⟩
  · -- a vanishing trace forces every eigenvalue to vanish
    rw [htr, Complex.ofReal_eq_zero] at ht
    have hz : d = fun _ => 0 := funext fun i => le_antisymm (ht ▸ hle i) (hd i)
    rw [hSd, hz]
    simp [spectral]
  · have hh : ∀ a : n → ℝ, (spectral U a)ᴴ = spectral U a := by
      intro a
      have hs : star (fun i => (a i : ℂ)) = fun i => (a i : ℂ) := by
        funext i
        simp
      simp only [spectral, conjTranspose_mul, conjTranspose_conjTranspose,
        diagonal_conjTranspose, hs, Matrix.mul_assoc]
    rw [hSd]
    constructor
    · simp only [spectral_mul hU]
      congr 1
      funext i
      by_cases hi : d i = 0
      · simp [hi]
      · field_simp
    · simp only [spectral_mul hU]
      congr 1
      funext i
      by_cases hi : d i = 0
      · simp [hi]
      · field_simp
    · rw [spectral_mul hU, hh]
    · rw [spectral_mul hU, hh]
  · have hstart : (S.trace ^ 2)⁻¹ • S
        = spectral U (fun i => ((∑ j, d j) ^ 2)⁻¹ * d i) := by
      rw [← smul_spectral, ← hSd, htr, Complex.ofReal_inv, Complex.ofReal_pow]
    rw [hstart, hSd]
    refine spectral_tendsto hU _ _ fun i => ?_
    rcases (hd i).eq_or_lt with hi | hi
    · exact Or.inl ⟨hi.symm, by rw [← hi, mul_zero]⟩
    · -- a positive eigenvalue is at most the trace
      right
      have ht : 0 < ∑ j, d j := hi.trans_le (hle i)
      have h1 : 0 < d i * (((∑ j, d j) ^ 2)⁻¹ * d i) := by positivity
      have h2 : d i * (((∑ j, d j) ^ 2)⁻¹ * d i) ≤ 1 := by
        have he : d i * (((∑ j, d j) ^ 2)⁻¹ * d i) = d i ^ 2 / (∑ j, d j) ^ 2 := by ring
        rw [he, div_le_one (by positivity)]
        exact pow_le_pow_left₀ hi.le (hle i) 2
      exact abs_lt.2 ⟨by linarith, by linarith⟩
```

## Doubling on the kernel from 1/tr S

Now start from c times the identity, and let Sv = 0. If Yₖv = 2^k c v, then

Yₖ₊₁v = 2Yₖv − YₖS(2^k c v) = 2^(k+1) c v.

The correction term, which would stop the growth, vanishes because S annihilates v. In Lean `*ᵥ` is a matrix acting on a vector, and `c • 1` is the multiple of the identity. The lemma holds for any square S with such a v.

```lean
/-- Started from a multiple `c` of the identity, the iterate multiplies each kernel vector of `S`
by `2^k c`. -/
theorem kernel_growth {S : Matrix n n ℂ} {v : n → ℂ} (hv : S *ᵥ v = 0) (c : ℂ) (k : ℕ) :
    schulz S (c • 1) k *ᵥ v = (2 ^ k * c) • v := by
  induction k with
  | zero => simp [schulz, smul_mulVec]
  | succ k ih =>
    rw [schulz, mul_sub, mul_two, sub_mulVec, add_mulVec, ← mulVec_mulVec, ← mulVec_mulVec,
      ih, mulVec_smul, hv, smul_zero, mulVec_zero, sub_zero, ← add_smul]
    congr 1
    ring
```

If S is singular, there is a nonzero v with Sv = 0. With c = 1/tr S and v normalised, the length of Yₖv is 2^k/tr S, which is unbounded. A limit L of the matrices would force Yₖv → Lv, a contradiction.

The theorem expresses singularity as `S.det = 0` and excludes every candidate `L`. Together with S ≠ 0 this requires at least two basis functions. The Lean proof leaves v unnormalised and picks a component i with vᵢ ≠ 0, for which

|(Yₖv)ᵢ| = 2^k |vᵢ/tr S| → ∞.

Here `hc` says that this modulus depends continuously on the matrix, so a limit L would keep it bounded, while `hg` is the growth.

```lean
/-- For nonzero, singular, positive semidefinite `S` the iteration started from `1 / tr S`
has no limit. -/
theorem identity_start_diverges {S : Matrix n n ℂ} (hS : S.PosSemidef) (h0 : S ≠ 0)
    (hdet : S.det = 0) (L : Matrix n n ℂ) :
    ¬ Tendsto (schulz S (S.trace⁻¹ • 1)) atTop (𝓝 L) := by
  intro hL
  obtain ⟨v, hv0, hv⟩ := exists_mulVec_eq_zero_iff.2 hdet
  obtain ⟨i, hi⟩ := Function.ne_iff.1 hv0
  have hc : Continuous fun Y : Matrix n n ℂ => ‖(Y *ᵥ v) i‖ :=
    ((continuous_apply i).comp (continuous_id.matrix_mulVec continuous_const)).norm
  have hpos : 0 < ‖S.trace⁻¹ * v i‖ :=
    norm_pos_iff.2 (mul_ne_zero (inv_ne_zero (tendsto_moorePenrose hS h0).1) hi)
  -- the modulus of component `i` of the iterate applied to `v` grows without bound
  have hg : Tendsto (fun k : ℕ => (2 : ℝ) ^ k * ‖S.trace⁻¹ * v i‖) atTop atTop :=
    (tendsto_pow_atTop_atTop_of_one_lt one_lt_two).atTop_mul_const hpos
  refine not_tendsto_nhds_of_tendsto_atTop hg _ (((hc.tendsto L).comp hL).congr fun k => ?_)
  simp only [Function.comp_apply, kernel_growth hv, Pi.smul_apply, smul_eq_mul, mul_assoc,
    norm_mul, norm_pow, Complex.norm_ofNat]

end

end PseudoInverseIteration
```

The step from these theorems to a computation is rounding: here S and all products are exact. A rounding error εvv†, with v in the kernel of S, would be doubled by the next update even after the good start, for the same reason as above. For linearly dependent basis functions, convergence in exact arithmetic is therefore no licence to iterate indefinitely in floating-point arithmetic.

```lean
#print axioms PseudoInverseIteration.tendsto_moorePenrose
#print axioms PseudoInverseIteration.identity_start_diverges
```

```
'PseudoInverseIteration.tendsto_moorePenrose' depends on axioms: [propext, Classical.choice, Quot.sound]
'PseudoInverseIteration.identity_start_diverges' depends on axioms: [propext, Classical.choice, Quot.sound]
```
